# Fermi occupations at fixed temperature and particle number: $\sum_i f_i' e_i' \le 0$, with equality exactly when all levels move at the same velocity

A level of energy $e$ lies at $x = e - \mu$ relative to the chemical potential $\mu$. With inverse temperature $B = 1/(k_\mathrm{B}T)$, its occupation and thermal weight are

$$f = \frac{1}{1+e^{Bx}}, \qquad g = B f (1-f).$$

Each level holds at most one electron, so a spin-degenerate level is listed twice. The levels $e_i(t)$ and $\mu(t)$ depend on one real parameter $t$, such as the strength of a change in the potential. A prime means $d/dt$, and $B$ stays fixed.

```lean
import Mathlib

open Finset

namespace FermiResponse

noncomputable section
```

This loads the mathematical library Mathlib and opens a namespace for the names that follow.

## Occupation and thermal weight

```lean
/-- Fermi occupation at inverse temperature `B` of a level lying `x` above the chemical
potential. -/
def occ (B x : ℝ) : ℝ := 1 / (1 + Real.exp (B * x))
```

`occ B x` is $f$. Its arguments are real numbers, and the sign of `B` is left open until a theorem asks for `0 < B`.

```lean
/-- Thermal weight `B f (1 - f)` of a level lying `x` above the chemical potential. -/
def weight (B x : ℝ) : ℝ := B * occ B x * (1 - occ B x)
```

`weight B x` is $g$, which equals $-df/dx$.

```lean
variable {ι : Type*} [Fintype ι]

lemma occ_mul (B x : ℝ) : occ B x * (1 + Real.exp (B * x)) = 1 :=
  one_div_mul_cancel (by positivity)
```

The type `ι` is the finite set of level labels; it may be empty. The lemma `occ_mul` says $f(x)(1+e^{Bx}) = 1$, a form of the definition without division that several later proofs use.

```lean
lemma occ_pos (B x : ℝ) : 0 < occ B x := by
  unfold occ
  positivity
```

Every occupation is strictly positive, because it is a quotient of positive numbers.

```lean
/-- Particle-hole symmetry: the occupation at `-x` is the hole occupation at `x`. -/
theorem occ_neg (B x : ℝ) : occ B (-x) = 1 - occ B x := by
  have hE : Real.exp (B * x) * Real.exp (B * (-x)) = 1 := by
    rw [← Real.exp_add]
    simp
  have hne : 1 + Real.exp (B * x) ≠ 0 := by positivity
  apply mul_right_cancel₀ hne
  linear_combination occ_mul B x + Real.exp (B * x) * occ_mul B (-x) - occ B (-x) * hE
```

This is particle-hole symmetry, $f(-x) = 1 - f(x)$. By hand,

$$f(-x) = \frac{1}{1+e^{-Bx}} = \frac{e^{Bx}}{1+e^{Bx}} = 1 - \frac{1}{1+e^{Bx}}.$$

Lean multiplies both sides by the nonzero number $1+e^{Bx}$. Then `linear_combination` confirms that the resulting equation is a combination of the known ones, including $e^{Bx}e^{-Bx}=1$, called `hE`.

In code the identity has a numerical use. For a level far below $\mu$, $f$ rounds to 1 and the subtraction $1-f$ loses its digits, whereas evaluating $f(-x)$ directly keeps them.

```lean
lemma weight_pos {B : ℝ} (hB : 0 < B) (x : ℝ) : 0 < weight B x := by
  unfold weight
  rw [← occ_neg]
  exact mul_pos (mul_pos hB (occ_pos B x)) (occ_pos B (-x))
```

For $B>0$ the weight is $g = B f(x) f(-x)$, a product of three positive factors.

## Exponential decay away from the chemical potential

```lean
/-- The thermal weight decays exponentially with the distance from the chemical potential,
with matching lower and upper bounds up to a factor of four. -/
theorem weight_bounds {B : ℝ} (hB : 0 < B) (x : ℝ) :
    B / 4 * Real.exp (-(B * |x|)) ≤ weight B x ∧
      weight B x ≤ B * Real.exp (-(B * |x|)) := by
  -- the weight is even, so it may be evaluated at `|x|`
  have heven : weight B x = weight B |x| := by
    rcases abs_choice x with h | h
    · rw [h]
    · rw [h]
      unfold weight
      rw [occ_neg]
      ring
  rw [heven]
  have hy : 0 ≤ |x| := abs_nonneg x
  generalize |x| = y at hy ⊢
  have hE : Real.exp (-(B * y)) * Real.exp (B * y) = 1 := by
    rw [← Real.exp_add]
    simp
  have hE1 : 1 ≤ Real.exp (B * y) := Real.one_le_exp (mul_nonneg hB.le hy)
  have hf := occ_mul B y
  have hf0 := occ_pos B y
  have hhalf : occ B y ≤ 1 / 2 := by
    nlinarith [mul_nonneg hf0.le (sub_nonneg.2 hE1)]
  -- detailed balance between particle and hole occupation
  have hrel : occ B y = Real.exp (-(B * y)) * (1 - occ B y) := by
    linear_combination Real.exp (-(B * y)) * hf - occ B y * hE
  have hw : weight B y = B * Real.exp (-(B * y)) * (1 - occ B y) ^ 2 := by
    unfold weight
    linear_combination B * (1 - occ B y) * hrel
  have hlo : 1 / 4 ≤ (1 - occ B y) ^ 2 := by nlinarith
  have hhi : (1 - occ B y) ^ 2 ≤ 1 := by nlinarith
  have hBu : 0 ≤ B * Real.exp (-(B * y)) := by positivity
  rw [hw]
  constructor
  · linarith [mul_le_mul_of_nonneg_left hlo hBu]
  · linarith [mul_le_mul_of_nonneg_left hhi hBu]
```

The symbol `∧` means "and", so the theorem gives two bounds:

$$\tfrac{B}{4}e^{-B|x|} \le g(x) \le B e^{-B|x|}.$$

Since $g(x)=B f(x)f(-x)$ is even, it may be evaluated at $y=|x|\ge 0$. From $f(1+e^{By})=1$ we get $1-f = f e^{By}$, hence $f = e^{-By}(1-f)$ and

$$g = B f(1-f) = B e^{-By}(1-f)^2.$$

Because $e^{By}\ge 1$, we have $0<f\le \tfrac12$, so $\tfrac14 \le (1-f)^2 \le 1$. Multiplying by $Be^{-By}$ gives both bounds. In the proof, `heven` is the evenness, `hrel` the relation between $f$ and $1-f$, `hw` the formula for $g$, and `hlo` and `hhi` the bounds on the square.

```lean
/-- A level at least `D` away from the chemical potential has thermal weight at most
`B exp(-B D)`. -/
theorem weight_le_of_gap {B D x : ℝ} (hB : 0 < B) (hD : D ≤ |x|) :
    weight B x ≤ B * Real.exp (-(B * D)) := by
  refine (weight_bounds hB x).2.trans ?_
  gcongr
```

If $|x|\ge D$, then $e^{-B|x|}\le e^{-BD}$, so $g \le Be^{-BD}$. The tactic `gcongr` supplies this monotonicity. A program that sums over thermal weights can use the bound to choose an energy window around $\mu$: at $BD=20$, each level left out has a weight below $3\times10^{-9}B$.

## The rate of change of one occupation

```lean
/-- The occupation of a moving level changes at minus its thermal weight times its velocity
relative to the chemical potential. -/
theorem hasDerivAt_occ (B : ℝ) {e μ : ℝ → ℝ} {e' μ' t : ℝ}
    (he : HasDerivAt e e' t) (hμ : HasDerivAt μ μ' t) :
    HasDerivAt (fun s => occ B (e s - μ s)) (-weight B (e t - μ t) * (e' - μ')) t := by
  have h1 : HasDerivAt (fun s => 1 + Real.exp (B * (e s - μ s)))
      (Real.exp (B * (e t - μ t)) * (B * (e' - μ'))) t :=
    (((he.fun_sub hμ).const_mul B).exp).const_add 1
  have hne : 1 + Real.exp (B * (e t - μ t)) ≠ 0 := by positivity
  have h2 := (hasDerivAt_const t (1 : ℝ)).fun_div h1 hne
  refine h2.congr_deriv ?_
  rw [div_eq_iff (pow_ne_zero 2 hne)]
  unfold weight
  linear_combination B * (e' - μ') * ((1 + Real.exp (B * (e t - μ t)))
    - occ B (e t - μ t) * (1 + Real.exp (B * (e t - μ t))) - 1) * occ_mul B (e t - μ t)
```

`HasDerivAt e e' t` says that the function `e` has derivative `e'` at the point `t`. Here `e'` is simply the name of a number. The theorem is the chain rule:

$$f' = -\frac{e^{Bx}\,B(e'-\mu')}{(1+e^{Bx})^2} = -g\,(e'-\mu'),$$

where the last step uses $f = 1/(1+e^{Bx})$ and $1-f = e^{Bx}/(1+e^{Bx})$. In the proof, `h1` differentiates the denominator, `h2` applies the quotient rule, and the last lines match the result to $g$.

```lean
/-- The occupation of a level at least `D` away from the chemical potential changes at a rate
at most `B exp(-B D)` times its relative speed. -/
theorem occ_rate_le {B D : ℝ} (hB : 0 < B) {e μ : ℝ → ℝ} {e' μ' t : ℝ}
    (he : HasDerivAt e e' t) (hμ : HasDerivAt μ μ' t) (hD : D ≤ |e t - μ t|) :
    |deriv (fun s => occ B (e s - μ s)) t| ≤ B * Real.exp (-(B * D)) * |e' - μ'| := by
  rw [(hasDerivAt_occ B he hμ).deriv, abs_mul, abs_neg, abs_of_pos (weight_pos hB _)]
  exact mul_le_mul_of_nonneg_right (weight_le_of_gap hB hD) (abs_nonneg _)
```

Taking absolute values and inserting the previous bound gives

$$|f'| \le B e^{-BD}\,|e'-\mu'| \quad\text{if } |e-\mu|\ge D.$$

Particle number need not be conserved here. What counts is the velocity relative to $\mu$, so a fast-moving chemical potential also contributes.

## The sign of the response at fixed particle number

```lean
lemma sum_mul_eq_zero {d v : ι → ℝ} (hd : ∑ i, d i = 0) (hv : ∀ i j, v i = v j) :
    ∑ i, d i * v i = 0 := by
  rcases isEmpty_or_nonempty ι with h | ⟨⟨j⟩⟩
  · simp
  · calc ∑ i, d i * v i = (∑ i, d i) * v j := by
          rw [Finset.sum_mul]
          exact Finset.sum_congr rfl fun i _ => by rw [hv i j]
      _ = 0 := by rw [hd, zero_mul]
```

If $\sum_i d_i=0$ and all $v_i$ equal a common value $v$, then $\sum_i d_i v_i = v\sum_i d_i = 0$. An empty set of levels has no common value to pick, so Lean treats it separately; there the sum is zero anyway.

```lean
lemma sum_deriv_occ {B N t μ' : ℝ} {e : ι → ℝ → ℝ} {μ : ℝ → ℝ} {e' : ι → ℝ}
    (he : ∀ i, HasDerivAt (e i) (e' i) t) (hμ : HasDerivAt μ μ' t)
    (hN : ∀ s, ∑ i, occ B (e i s - μ s) = N) :
    ∑ i, deriv (fun s => occ B (e i s - μ s)) t = 0 := by
  have h1 : HasDerivAt (fun s => ∑ i, occ B (e i s - μ s))
      (∑ i, deriv (fun s => occ B (e i s - μ s)) t) t :=
    HasDerivAt.fun_sum fun i _ =>
      (hasDerivAt_occ B (he i) hμ).differentiableAt.hasDerivAt
  have h2 : HasDerivAt (fun s => ∑ i, occ B (e i s - μ s)) 0 t := by
    simp only [hN]
    exact hasDerivAt_const t N
  exact h1.unique h2
```

The hypothesis `hN` fixes the total occupation at $N$ for every parameter value `s`. Differentiating $\sum_i f_i = N$ gives $\sum_i f_i' = 0$. Lean computes the derivative of the same function in two ways, term by term in `h1` and as a constant in `h2`, and uses the uniqueness of derivatives.

In a calculation with Fermi smearing, `hN` is what the root search for $\mu$ enforces after each diagonalisation, up to its tolerance.

```lean
/-- At fixed particle number the response `∑ f_i' e_i'` is minus the weighted sum of squared
level velocities relative to the chemical potential. -/
theorem response_eq {B N t μ' : ℝ} {e : ι → ℝ → ℝ} {μ : ℝ → ℝ} {e' : ι → ℝ}
    (he : ∀ i, HasDerivAt (e i) (e' i) t) (hμ : HasDerivAt μ μ' t)
    (hN : ∀ s, ∑ i, occ B (e i s - μ s) = N) :
    ∑ i, deriv (fun s => occ B (e i s - μ s)) t * e' i =
      -∑ i, weight B (e i t - μ t) * (e' i - μ') ^ 2 := by
  have hsum := sum_deriv_occ he hμ hN
  have hd : ∀ i, deriv (fun s => occ B (e i s - μ s)) t =
      -weight B (e i t - μ t) * (e' i - μ') := fun i => (hasDerivAt_occ B (he i) hμ).deriv
  simp only [hd] at hsum ⊢
  -- split each velocity into its relative part and the common part `μ'`
  calc ∑ i, -weight B (e i t - μ t) * (e' i - μ') * e' i
      = ∑ i, (-(weight B (e i t - μ t) * (e' i - μ') ^ 2)
          + μ' * (-weight B (e i t - μ t) * (e' i - μ'))) :=
        Finset.sum_congr rfl fun i _ => by ring
    _ = -∑ i, weight B (e i t - μ t) * (e' i - μ') ^ 2 := by
        rw [Finset.sum_add_distrib, ← Finset.mul_sum, hsum, Finset.sum_neg_distrib]
        ring
```

Write $g_i$ for the thermal weight of level $i$ at $t$. Splitting $e_i' = (e_i'-\mu')+\mu'$ gives

$$\sum_i f_i' e_i' = \sum_i f_i'(e_i'-\mu') + \mu'\sum_i f_i' = -\sum_i g_i (e_i'-\mu')^2,$$

since the second sum vanishes and $f_i'=-g_i(e_i'-\mu')$. The `calc` block carries out the same split, with `hsum` removing the common part.

A linear-response code also needs $\mu'$ itself. For a nonempty set of levels and $B>0$, solving $\sum_i g_i(e_i'-\mu')=0$ by hand gives the weighted mean $\mu'=\sum_i g_i e_i'/\sum_i g_i$; the Lean theorems take $\mu'$ as given and do not state this formula.

```lean
/-- At fixed particle number `∑ f_i' e_i'` is never positive, and it vanishes exactly when all
levels move with the same velocity. -/
theorem response_nonpos {B N t μ' : ℝ} (hB : 0 < B) {e : ι → ℝ → ℝ} {μ : ℝ → ℝ}
    {e' : ι → ℝ} (he : ∀ i, HasDerivAt (e i) (e' i) t) (hμ : HasDerivAt μ μ' t)
    (hN : ∀ s, ∑ i, occ B (e i s - μ s) = N) :
    ∑ i, deriv (fun s => occ B (e i s - μ s)) t * e' i ≤ 0 ∧
      (∑ i, deriv (fun s => occ B (e i s - μ s)) t * e' i = 0 ↔ ∀ i j, e' i = e' j) := by
  have hterm : ∀ i, 0 ≤ weight B (e i t - μ t) * (e' i - μ') ^ 2 :=
    fun i => mul_nonneg (weight_pos hB _).le (sq_nonneg _)
  refine ⟨?_, fun h => ?_, fun h => sum_mul_eq_zero (sum_deriv_occ he hμ hN) h⟩
  · rw [response_eq he hμ hN]
    exact neg_nonpos.2 (Finset.sum_nonneg fun i _ => hterm i)
  · rw [response_eq he hμ hN, neg_eq_zero] at h
    have hall : ∀ i, e' i = μ' := fun i => by
      have hi := (Finset.sum_eq_zero_iff_of_nonneg fun i _ => hterm i).1 h i (mem_univ i)
      have hsq := (mul_eq_zero.1 hi).resolve_left (weight_pos hB _).ne'
      exact sub_eq_zero.1 (pow_eq_zero_iff (two_ne_zero)|>.1 hsq)
    intro i j
    rw [hall i, hall j]
```

This is the main result. For $B>0$, differentiable levels and chemical potential, and fixed particle number,

$$\sum_i f_i' e_i' \le 0, \qquad \sum_i f_i' e_i' = 0 \iff e_i'=e_j' \text{ for all } i,j.$$

The sign follows from the previous identity, because every $g_i(e_i'-\mu')^2$ is nonnegative. If the sum is zero, each of these terms is zero; since $g_i>0$, every $e_i'$ equals $\mu'$, and so all velocities agree. Conversely, a common velocity factors out of $\sum_i f_i'=0$. The three parts after `refine` are the inequality and the two directions of `↔`. With a single level, fixed particle number forces $e'=\mu'$, and the response is zero.

For non-interacting Kohn–Sham electrons in a finite set of levels, as in an optimized effective potential (OEP) calculation at finite temperature, $\sum_i f_i'e_i'$ is the occupation part of the density response contracted with the change in potential. The part that comes from changing orbitals is not included. The levels enter as given functions of $t$, without a Hamiltonian or a self-consistency condition, and the differentiability of $\mu$ is assumed.

## Finite changes of the levels

```lean
lemma occ_diff_mul_neg {B x y : ℝ} (hB : 0 < B) (h : x ≠ y) :
    (occ B y - occ B x) * (y - x) < 0 := by
  have hanti : ∀ a b : ℝ, a < b → occ B b < occ B a := fun a b hab => by
    unfold occ
    apply one_div_lt_one_div_of_lt (by positivity)
    gcongr
  rcases lt_or_gt_of_ne h with h | h
  · exact mul_neg_of_neg_of_pos (sub_neg.2 (hanti x y h)) (sub_pos.2 h)
  · exact mul_neg_of_pos_of_neg (sub_pos.2 (hanti y x h)) (sub_neg.2 h)
```

For $B>0$ the Fermi function is strictly decreasing. Two different positions $x\ne y$ therefore satisfy $(f(y)-f(x))(y-x)<0$: one factor is positive and the other negative. The auxiliary statement `hanti` is the strict decrease, and `rcases` separates $x<y$ from $x>y$.

```lean
/-- For two sets of levels with equal total occupation, `∑ Δf_i Δe_i` is never positive, and it
vanishes exactly when the levels differ by a uniform shift. -/
theorem finite_response_nonpos {B μ₁ μ₂ : ℝ} (hB : 0 < B) {e₁ e₂ : ι → ℝ}
    (hN : ∑ i, occ B (e₁ i - μ₁) = ∑ i, occ B (e₂ i - μ₂)) :
    ∑ i, (occ B (e₂ i - μ₂) - occ B (e₁ i - μ₁)) * (e₂ i - e₁ i) ≤ 0 ∧
      (∑ i, (occ B (e₂ i - μ₂) - occ B (e₁ i - μ₁)) * (e₂ i - e₁ i) = 0 ↔
        ∀ i j, e₂ i - e₁ i = e₂ j - e₁ j) := by
  have hd : ∑ i, (occ B (e₂ i - μ₂) - occ B (e₁ i - μ₁)) = 0 := by
    rw [Finset.sum_sub_distrib, hN, sub_self]
  -- level changes may be measured from the chemical potential
  have hid : ∑ i, (occ B (e₂ i - μ₂) - occ B (e₁ i - μ₁)) * (e₂ i - e₁ i) =
      ∑ i, (occ B (e₂ i - μ₂) - occ B (e₁ i - μ₁)) * ((e₂ i - μ₂) - (e₁ i - μ₁)) := by
    have h0 := sum_mul_eq_zero (v := fun _ => μ₂ - μ₁) hd fun _ _ => rfl
    rw [← sub_eq_zero, ← Finset.sum_sub_distrib, ← h0]
    exact Finset.sum_congr rfl fun i _ => by ring
  have hterm : ∀ i, (occ B (e₂ i - μ₂) - occ B (e₁ i - μ₁)) *
      ((e₂ i - μ₂) - (e₁ i - μ₁)) ≤ 0 := fun i => by
    by_cases h : e₁ i - μ₁ = e₂ i - μ₂
    · rw [h]
      simp
    · exact (occ_diff_mul_neg hB h).le
  refine ⟨?_, fun h => ?_, fun h => sum_mul_eq_zero hd h⟩
  · rw [hid]
    exact Finset.sum_nonpos fun i _ => hterm i
  · rw [hid] at h
    have hall : ∀ i, e₁ i - μ₁ = e₂ i - μ₂ := fun i => by
      by_contra hne
      exact (occ_diff_mul_neg hB hne).ne
        ((Finset.sum_eq_zero_iff_of_nonpos fun i _ => hterm i).1 h i (mem_univ i))
    intro i j
    linarith [hall i, hall j]

end

end FermiResponse
```

Here two sets of levels, `e₁` and `e₂`, share the same labels, the same temperature and the same total occupation, each with its own chemical potential. Writing $\Delta$ for second minus first, the theorem says

$$\sum_i \Delta f_i\,\Delta e_i \le 0,$$

with equality exactly when all $\Delta e_i$ are equal, which is a uniform shift. No derivatives are involved, and the changes may be large.

By hand, set $\Delta x_i = \Delta e_i - \Delta\mu$. Equal total occupation means $\sum_i\Delta f_i=0$, so

$$\sum_i \Delta f_i\,\Delta e_i = \sum_i \Delta f_i\,\Delta x_i .$$

Each term on the right is negative if $\Delta x_i\neq0$ and zero otherwise. A vanishing sum therefore forces $\Delta e_i=\Delta\mu$ for every $i$. Conversely, a uniform shift factors out of $\sum_i\Delta f_i=0$. The step `hid` is the displayed identity, and `hterm` is the sign of each term.

This version suits a test of a Fermi-smearing routine in which all levels count equally, without unequal k-point weights. Take the eigenvalues and occupations from two runs with the same temperature, electron number and number of levels, keep the level labels consistent between occupations and energies, and form the sum. A value that is positive beyond rounding and the tolerance of the root search points to an error in the occupations or in $\mu$.

```lean
#print axioms FermiResponse.occ_rate_le
#print axioms FermiResponse.response_nonpos
#print axioms FermiResponse.finite_response_nonpos
```

```
'FermiResponse.occ_rate_le' depends on axioms: [propext, Classical.choice, Quot.sound]
'FermiResponse.response_nonpos' depends on axioms: [propext, Classical.choice, Quot.sound]
'FermiResponse.finite_response_nonpos' depends on axioms: [propext, Classical.choice, Quot.sound]
```
